# For a Hermitian matrix H, HX − XH = C is solvable exactly when C has no block inside an energy level

## A vanishing energy denominator

Let $H$ be a Hermitian matrix with a small perturbation $\lambda V$, and look for a matrix $X$ such that $e^{\lambda X}(H+\lambda V)e^{-\lambda X}$ has no first-order term. That term is $V-(HX-XH)$, so $X$ must solve $HX-XH=V$. In an eigenbasis of $H$ with energies $\varepsilon_i$, the equation reads $(\varepsilon_i-\varepsilon_j)X_{ij}=V_{ij}$. If two states are degenerate and $V$ couples them, the left side is zero and the right side is not. No $X$ exists, and dividing by the energy difference fails.

The case $i=j$ is an obstruction too: a nonzero diagonal element $V_{ii}$ cannot be removed, even if the level is nondegenerate. Degenerate perturbation theory treats the elements of $V$ inside a level separately, by diagonalising $V$ there. The result below shows that, for a finite Hermitian $H$, these elements, diagonal ones included, are the only obstruction.

## The solvability condition

Let $P_a$ be the orthogonal projector onto the eigenvectors of $H$ with eigenvalue $a$. For every complex matrix $C$ of the same size,

$$\exists X:\ HX-XH=C\quad\Longleftrightarrow\quad P_aCP_a=0\ \text{ for every distinct eigenvalue } a.$$

For a nondegenerate level with normalised eigenvector $u$, the condition is $u^\dagger Cu=0$.

In Lean this is `commutator_solvable_iff`. The hypothesis `hH : H.IsHermitian` supplies real eigenvalues and a unitary eigenvector matrix, `frame hH`. The finite set `levels hH` lists each eigenvalue once, and `proj hH a` is $P_a$. Neither $C$ nor $X$ need be Hermitian.

The theorem concerns finite matrices and exact equality of eigenvalues. It gives no bound on $X$ when levels are nearly degenerate, where small denominators can make it large.

## Derivation by blocks

Write $U$ for the eigenvector matrix and $P_a=UD_aU^\dagger$, where the diagonal matrix $D_a$ has a 1 wherever $\varepsilon_i=a$ and 0 elsewhere. Since $D_a$ is real, $P_a^\dagger=P_a$. Since $U$ is unitary, $D_aD_b=\delta_{ab}D_a$ and $\sum_aD_a=1$ give

$$P_aP_b=\delta_{ab}P_a,\qquad \sum_aP_a=1.$$

From $H=U\,\mathrm{diag}(\varepsilon_i)\,U^\dagger$ follows $HP_a=aP_a$, and the adjoint gives $P_aH=aP_a$. Therefore

$$P_a(HX-XH)P_b=(a-b)P_aXP_b.$$

Setting $b=a$ shows that the condition is necessary.

For sufficiency, define

$$G=\sum_{a\ne b}\frac{P_aCP_b}{a-b}.$$

Each term satisfies $H(P_aCP_b)-(P_aCP_b)H=(a-b)P_aCP_b$, so the denominators cancel:

$$HG-GH=\sum_{a\neq b}P_aCP_b=\sum_aP_aC(1-P_a)=C-\sum_aP_aCP_a.$$

If the blocks $P_aCP_a$ vanish, $X=G$ is a solution.

## The hypothesis on H cannot simply be dropped

Take $H=\begin{pmatrix}0&1\\0&0\end{pmatrix}$, whose only eigenvalue is 0. Its eigenvectors span one dimension, with orthogonal projector $P=\mathrm{diag}(1,0)$. The matrix $C=\mathrm{diag}(0,1)$ satisfies $PCP=0$, yet it has trace 1, while every commutator of finite matrices has trace 0. The condition holds and the equation has no solution.

## The Lean file

```lean
import Mathlib

open Matrix

namespace DegenerateCommutatorEquation

noncomputable section

variable {n : Type*} [Fintype n] [DecidableEq n] {H : Matrix n n ℂ}

/-- The unitary matrix whose columns are orthonormal eigenvectors of `H`. -/
def frame (hH : H.IsHermitian) : Matrix n n ℂ := hH.eigenvectorUnitary

/-- The finite set of distinct eigenvalues (energy levels) of `H`. -/
def levels (hH : H.IsHermitian) : Finset ℝ := Finset.univ.image hH.eigenvalues

/-- The spectral projector of `H` at energy `a`: in the eigenvector basis it keeps the
eigenvectors of eigenvalue `a` and removes all others. -/
def proj (hH : H.IsHermitian) (a : ℝ) : Matrix n n ℂ :=
  frame hH * diagonal (fun i => if hH.eigenvalues i = a then (1 : ℂ) else 0) * star (frame hH)

/-- The generator built from the couplings of `C` between different levels, each divided by
the energy difference. -/
def generator (hH : H.IsHermitian) (C : Matrix n n ℂ) : Matrix n n ℂ :=
  ∑ a ∈ levels hH, ∑ b ∈ (levels hH).erase a,
    ((a : ℂ) - (b : ℂ))⁻¹ • (proj hH a * C * proj hH b)

/-- Each spectral projector is Hermitian. -/
theorem proj_conjTranspose (hH : H.IsHermitian) (a : ℝ) : (proj hH a)ᴴ = proj hH a := by
  have hd : (diagonal (fun i => if hH.eigenvalues i = a then (1 : ℂ) else 0))ᴴ
      = diagonal (fun i => if hH.eigenvalues i = a then (1 : ℂ) else 0) := by
    rw [diagonal_conjTranspose]
    congr 1
    funext i
    by_cases h : hH.eigenvalues i = a <;> simp [h]
  unfold proj
  rw [star_eq_conjTranspose, conjTranspose_mul, conjTranspose_mul,
    conjTranspose_conjTranspose, hd, mul_assoc]

/-- Spectral projectors are idempotent, and those of different energies are orthogonal. -/
theorem proj_mul_proj (hH : H.IsHermitian) (a b : ℝ) :
    proj hH a * proj hH b = if a = b then proj hH a else 0 := by
  have hU : star (frame hH) * frame hH = 1 :=
    Matrix.mem_unitaryGroup_iff'.1 hH.eigenvectorUnitary.2
  have hc : ∀ A B : Matrix n n ℂ, (frame hH * A * star (frame hH)) *
      (frame hH * B * star (frame hH)) = frame hH * (A * B) * star (frame hH) := by
    intro A B
    calc _ = frame hH * A * (star (frame hH) * frame hH) * B * star (frame hH) := by
          simp only [mul_assoc]
      _ = _ := by rw [hU, mul_one]; simp only [mul_assoc]
  unfold proj
  rw [hc, diagonal_mul_diagonal]
  by_cases hab : a = b
  · subst hab
    rw [if_pos rfl]
    congr 3
    funext i
    by_cases h : hH.eigenvalues i = a <;> simp [h]
  · have hz : (fun i => (if hH.eigenvalues i = a then (1 : ℂ) else 0) *
        (if hH.eigenvalues i = b then (1 : ℂ) else 0)) = fun _ => 0 := by
      funext i
      by_cases h : hH.eigenvalues i = a
      · simp [h, hab]
      · simp [h]
    rw [if_neg hab, hz, diagonal_zero, mul_zero, zero_mul]

/-- The spectral projectors of the distinct levels add up to the identity. -/
theorem sum_proj (hH : H.IsHermitian) : ∑ a ∈ levels hH, proj hH a = 1 := by
  have hU : frame hH * star (frame hH) = 1 :=
    Matrix.mem_unitaryGroup_iff.1 hH.eigenvectorUnitary.2
  have hd : ∑ a ∈ levels hH,
      diagonal (fun i => if hH.eigenvalues i = a then (1 : ℂ) else 0) = 1 := by
    ext i j
    rw [Matrix.sum_apply]
    by_cases hij : i = j
    · subst hij
      have hm : hH.eigenvalues i ∈ levels hH :=
        Finset.mem_image_of_mem _ (Finset.mem_univ i)
      simp only [diagonal_apply_eq]
      rw [Finset.sum_ite_eq, if_pos hm, Matrix.one_apply_eq]
    · simp [hij]
  unfold proj
  rw [← Finset.sum_mul, ← Finset.mul_sum, hd, mul_one, hU]

/-- On the range of a spectral projector the Hamiltonian acts as the number `a`, from the
left and from the right. -/
theorem hamiltonian_proj (hH : H.IsHermitian) (a : ℝ) :
    H * proj hH a = (a : ℂ) • proj hH a ∧ proj hH a * H = (a : ℂ) • proj hH a := by
  have hU : star (frame hH) * frame hH = 1 :=
    Matrix.mem_unitaryGroup_iff'.1 hH.eigenvectorUnitary.2
  have hs : H = frame hH * diagonal (fun i => (hH.eigenvalues i : ℂ)) * star (frame hH) :=
    hH.spectral_theorem
  have hHU : H * frame hH = frame hH * diagonal (fun i => (hH.eigenvalues i : ℂ)) := by
    refine (congrArg (· * frame hH) hs).trans ?_
    simp only [mul_assoc, hU, mul_one]
  have hd : diagonal (fun i => (hH.eigenvalues i : ℂ)) *
      diagonal (fun i => if hH.eigenvalues i = a then (1 : ℂ) else 0)
      = (a : ℂ) • diagonal (fun i => if hH.eigenvalues i = a then (1 : ℂ) else 0) := by
    rw [diagonal_mul_diagonal, ← diagonal_smul]
    congr 1
    funext i
    by_cases h : hH.eigenvalues i = a <;> simp [h]
  have hl : H * proj hH a = (a : ℂ) • proj hH a := by
    unfold proj
    rw [← mul_assoc, ← mul_assoc, hHU, mul_assoc (frame hH), hd, Matrix.mul_smul,
      Matrix.smul_mul]
  refine ⟨hl, ?_⟩
  -- the right action is the adjoint of the left action
  have h := congrArg conjTranspose hl
  rw [conjTranspose_mul, conjTranspose_smul, proj_conjTranspose, hH.eq] at h
  simpa using h

/-- The block of a commutator with `H` between energies `a` and `b` is the block of `X`
times the energy difference. -/
theorem proj_commutator_proj (hH : H.IsHermitian) (X : Matrix n n ℂ) (a b : ℝ) :
    proj hH a * (H * X - X * H) * proj hH b
      = ((a : ℂ) - (b : ℂ)) • (proj hH a * X * proj hH b) := by
  have h : proj hH a * (H * X - X * H) * proj hH b
      = (proj hH a * H) * X * proj hH b - proj hH a * X * (H * proj hH b) := by
    noncomm_ring
  rw [h, (hamiltonian_proj hH a).2, (hamiltonian_proj hH b).1, Matrix.smul_mul,
    Matrix.smul_mul, Matrix.mul_smul, sub_smul]

/-- For every `C`, the commutator of `H` with the generator is `C` without its blocks inside
the levels. -/
theorem commutator_generator (hH : H.IsHermitian) (C : Matrix n n ℂ) :
    H * generator hH C - generator hH C * H
      = C - ∑ a ∈ levels hH, proj hH a * C * proj hH a := by
  -- the energy denominator cancels the energy difference
  have key : ∀ a b : ℝ, a ≠ b →
      H * (((a : ℂ) - (b : ℂ))⁻¹ • (proj hH a * C * proj hH b))
        - (((a : ℂ) - (b : ℂ))⁻¹ • (proj hH a * C * proj hH b)) * H
        = proj hH a * C * proj hH b := by
    intro a b hab
    have hne : (a : ℂ) - (b : ℂ) ≠ 0 := sub_ne_zero.2 (by exact_mod_cast hab)
    have h1 : H * (proj hH a * C * proj hH b) = (a : ℂ) • (proj hH a * C * proj hH b) := by
      rw [← mul_assoc, ← mul_assoc, (hamiltonian_proj hH a).1, Matrix.smul_mul,
        Matrix.smul_mul]
    have h2 : proj hH a * C * proj hH b * H = (b : ℂ) • (proj hH a * C * proj hH b) := by
      rw [mul_assoc, (hamiltonian_proj hH b).2, Matrix.mul_smul]
    rw [Matrix.mul_smul, Matrix.smul_mul, h1, h2, ← smul_sub, ← sub_smul, smul_smul,
      inv_mul_cancel₀ hne, one_smul]
  calc H * generator hH C - generator hH C * H
      = ∑ a ∈ levels hH, ∑ b ∈ (levels hH).erase a, proj hH a * C * proj hH b := by
        simp only [generator, Finset.mul_sum, Finset.sum_mul, ← Finset.sum_sub_distrib]
        exact Finset.sum_congr rfl fun a _ => Finset.sum_congr rfl fun b hb =>
          key a b (Finset.ne_of_mem_erase hb).symm
    _ = ∑ a ∈ levels hH, (proj hH a * C - proj hH a * C * proj hH a) := by
        refine Finset.sum_congr rfl fun a ha => ?_
        have e : ∑ b ∈ levels hH, proj hH a * C * proj hH b = proj hH a * C := by
          rw [← Finset.mul_sum, sum_proj, mul_one]
        exact eq_sub_of_add_eq
          ((Finset.sum_erase_add (levels hH) (fun b => proj hH a * C * proj hH b) ha).trans e)
    _ = _ := by rw [Finset.sum_sub_distrib, ← Finset.sum_mul, sum_proj, one_mul]

/-- The equation `H X - X H = C` is solvable exactly when `C` has no block inside any level
of the Hermitian matrix `H`. -/
theorem commutator_solvable_iff (hH : H.IsHermitian) (C : Matrix n n ℂ) :
    (∃ X : Matrix n n ℂ, H * X - X * H = C) ↔
      ∀ a ∈ levels hH, proj hH a * C * proj hH a = 0 := by
  constructor
  · rintro ⟨X, rfl⟩ a _
    rw [proj_commutator_proj, sub_self, zero_smul]
  · intro h
    exact ⟨generator hH C, by rw [commutator_generator, Finset.sum_eq_zero h, sub_zero]⟩

/-- Two matrices with the same commutator with `H` and the same blocks inside every level
are equal. -/
theorem eq_of_commutator_eq (hH : H.IsHermitian) {X Y : Matrix n n ℂ}
    (hc : H * X - X * H = H * Y - Y * H)
    (hd : ∀ a ∈ levels hH, proj hH a * X * proj hH a = proj hH a * Y * proj hH a) :
    X = Y := by
  have ex : ∀ Z : Matrix n n ℂ,
      Z = ∑ a ∈ levels hH, ∑ b ∈ levels hH, proj hH a * Z * proj hH b := by
    intro Z
    simp only [← Finset.mul_sum, ← Finset.sum_mul, sum_proj, one_mul, mul_one]
  refine (ex X).trans (Eq.trans ?_ (ex Y).symm)
  refine Finset.sum_congr rfl fun a ha => Finset.sum_congr rfl fun b _ => ?_
  by_cases hab : a = b
  · subst hab
    exact hd a ha
  · have hne : (a : ℂ) - (b : ℂ) ≠ 0 := sub_ne_zero.2 (by exact_mod_cast hab)
    have h := proj_commutator_proj hH X a b
    rw [hc, proj_commutator_proj] at h
    exact (smul_right_injective _ hne h).symm

/-- The generator has no block inside any level. -/
theorem proj_generator_proj (hH : H.IsHermitian) (C : Matrix n n ℂ) (a : ℝ) :
    proj hH a * generator hH C * proj hH a = 0 := by
  simp only [generator, Finset.mul_sum, Finset.sum_mul]
  refine Finset.sum_eq_zero fun b _ => Finset.sum_eq_zero fun c hc => ?_
  have hcb : c ≠ b := Finset.ne_of_mem_erase hc
  have h : proj hH a * (((b : ℂ) - (c : ℂ))⁻¹ • (proj hH b * C * proj hH c)) * proj hH a
      = ((b : ℂ) - (c : ℂ))⁻¹ • ((proj hH a * proj hH b) * C * (proj hH c * proj hH a)) := by
    simp only [Matrix.mul_smul, Matrix.smul_mul, mul_assoc]
  rw [h, proj_mul_proj, proj_mul_proj]
  by_cases hab : a = b
  · have hca : c ≠ a := fun e => hcb (e.trans hab)
    rw [if_neg hca, mul_zero, smul_zero]
  · rw [if_neg hab, zero_mul, zero_mul, smul_zero]

/-- For a Hermitian `C` the generator is anti-Hermitian. -/
theorem generator_conjTranspose (hH : H.IsHermitian) {C : Matrix n n ℂ}
    (hC : C.IsHermitian) : (generator hH C)ᴴ = -generator hH C := by
  have hD : ∀ a : ℝ, (proj hH a * C * proj hH a)ᴴ = proj hH a * C * proj hH a := by
    intro a
    rw [conjTranspose_mul, conjTranspose_mul, proj_conjTranspose, hC.eq, mul_assoc]
  have hK : (H * generator hH C - generator hH C * H)ᴴ
      = H * generator hH C - generator hH C * H := by
    rw [commutator_generator, conjTranspose_sub, conjTranspose_sum, hC.eq]
    simp only [hD]
  -- both sides have the same commutator with `H` and no blocks inside the levels
  apply eq_of_commutator_eq hH
  · have h1 : H * (generator hH C)ᴴ - (generator hH C)ᴴ * H
        = -(H * generator hH C - generator hH C * H)ᴴ := by
      rw [conjTranspose_sub, conjTranspose_mul, conjTranspose_mul, hH.eq, neg_sub]
    rw [h1, hK, mul_neg, neg_mul]
    abel
  · intro a _
    have h := congrArg conjTranspose (proj_generator_proj hH C a)
    rw [conjTranspose_mul, conjTranspose_mul, proj_conjTranspose, conjTranspose_zero,
      ← mul_assoc] at h
    rw [h, mul_neg, neg_mul, proj_generator_proj, neg_zero]

end

end DegenerateCommutatorEquation
```

```lean
#print axioms DegenerateCommutatorEquation.commutator_solvable_iff
#print axioms DegenerateCommutatorEquation.generator_conjTranspose
```

```
'DegenerateCommutatorEquation.commutator_solvable_iff' depends on axioms: [propext, Classical.choice, Quot.sound]
'DegenerateCommutatorEquation.generator_conjTranspose' depends on axioms: [propext, Classical.choice, Quot.sound]
```

## How the proof runs

The lemmas `proj_conjTranspose`, `proj_mul_proj`, `sum_proj` and `hamiltonian_proj` establish the projector algebra from the eigenvector matrix. The block identity is `proj_commutator_proj`: `noncomm_ring` moves each $H$ next to a projector, which turns it into a number.

In `commutator_generator`, the local fact `key` cancels one denominator. The inner sum of `generator` runs over `(levels hH).erase a`, so equal levels never enter; `Finset.sum_erase_add` restores the missing term to reach $P_aC-P_aCP_a$. The main theorem then uses the block identity in one direction and `generator` as the witness in the other.

A solution remains a solution when any matrix commuting with $H$ is added to it. `eq_of_commutator_eq` shows that the blocks inside the levels fix the choice: expand $X=\sum_{a,b}P_aXP_b$, and for $a\ne b$ the commutator determines the block. By `proj_generator_proj`, $G$ is the choice with those blocks zero, because $P_aP_bCP_cP_a$ vanishes whenever $b\neq c$.

Finally, `generator_conjTranspose` proves $G^\dagger=-G$ for Hermitian $C$. Both sides have the same commutator with $H$ and no blocks inside levels, so uniqueness makes them equal. For Hermitian $V$ and real $\lambda$, the transformation $e^{\lambda G}$ built from $C=V$ is therefore unitary, and the first-order term of $e^{\lambda G}(H+\lambda V)e^{-\lambda G}$ is $\lambda\sum_aP_aVP_a$.
